# A stable harmonic lattice whose only zero modes are uniform translations has a lowest energy under a static load exactly when the load sums to zero

## Displacements, loads and the energy

Let the sites of a finite lattice be labelled by $i$. Each site has one real displacement $u_i$ and feels a constant external force $f_i$. The springs between the sites are described by a real matrix of force constants $\Phi$, and the energy is

$$E(u)=\tfrac12\,u^T\Phi u-f^Tu .$$

The question is whether the loaded lattice settles, and if so where. The answer below holds for symmetric $\Phi$ with nonnegative elastic energy and with the uniform displacements as its whole kernel. $E$ is then bounded below if and only if $\sum_i f_i=0$, and in that case minimisers exist and differ only by uniform translations.

In Lean the sites form a finite type `n`, and displacements and loads are functions `n → ℝ`. The symbol `⬝ᵥ` is the dot product and `*ᵥ` applies a matrix to a vector.

```lean
import Mathlib

open Matrix

namespace StaticLatticeResponse

noncomputable section

variable {n : Type*} [Fintype n]
```

The displacement `uniform c` is $c\mathbf 1$, where $\mathbf 1$ has every entry equal to one.

```lean
/-- The uniform displacement that moves every site by the same amount `c`. -/
def uniform (c : ℝ) : n → ℝ := fun _ => c

/-- The energy `(1/2) uᵀ Φ u - fᵀ u` of a harmonic lattice with force constants `Φ`
and displacement `u` under the static load `f`. -/
def energy (Φ : Matrix n n ℝ) (f u : n → ℝ) : ℝ :=
  1 / 2 * (u ⬝ᵥ Φ *ᵥ u) - f ⬝ᵥ u
```

The springs exert the force $-\Phi u$ on the sites, so force balance reads $\Phi u=f$. For symmetric $\Phi$ the difference $\Phi u-f$ is the gradient of the energy, and the net force on the sites is its negative.

The hypotheses are collected in `StableLattice`. The word "stable" here allows free translation but no other zero mode.

```lean
/-- The force constants are symmetric and positive semidefinite, and the displacements that
cause no internal force are exactly the uniform ones. -/
structure StableLattice (Φ : Matrix n n ℝ) : Prop where
  symm : Φᵀ = Φ
  nonneg : ∀ u : n → ℝ, 0 ≤ u ⬝ᵥ Φ *ᵥ u
  ker : ∀ u : n → ℝ, Φ *ᵥ u = 0 ↔ ∃ c : ℝ, u = uniform c
```

`IsMinimiser` means that no displacement whatever has lower energy. Force balance is not part of the definition and has to be derived.

```lean
/-- The displacement `u` has the lowest energy among all displacements under the load `f`. -/
def IsMinimiser (Φ : Matrix n n ℝ) (f u : n → ℝ) : Prop :=
  ∀ v : n → ℝ, energy Φ f u ≤ energy Φ f v
```

With one displacement component per site and at least one site, the uniform displacements form a single line. A crystal in three dimensions has three independent translations, and the step to that case is not contained in these hypotheses.

## Symmetric force constants

The field `symm` says $\Phi_{ij}=\Phi_{ji}$, as holds for second derivatives of a potential energy. It gives

$$u^T\Phi v=\sum_{i,j}u_i\Phi_{ij}v_j=\sum_{i,j}v_j\Phi_{ji}u_i=v^T\Phi u .$$

In the proof, `reciprocity` moves the matrix to the other factor as its transpose and replaces $\Phi^T$ by $\Phi$.

```lean
/-- For symmetric force constants, the work of one displacement against the forces of another
is the same when the two are exchanged. -/
theorem reciprocity {Φ : Matrix n n ℝ} (h : Φᵀ = Φ) (u v : n → ℝ) :
    u ⬝ᵥ Φ *ᵥ v = v ⬝ᵥ Φ *ᵥ u := by
  rw [Matrix.dotProduct_mulVec, ← Matrix.mulVec_transpose, h, dotProduct_comm]
```

The two cross terms in $E(u+v)$ are therefore equal, and

$$E(u+v)=E(u)+v^T(\Phi u-f)+\tfrac12 v^T\Phi v .$$

There is no remainder, because $E$ is quadratic. Lean expands both sides by linearity; `linear_combination` then adds half of the reciprocity relation and exchanges the factors of $f^Tv$.

```lean
/-- For symmetric force constants, the energy expands exactly about any displacement `u`: a term
linear in the further displacement `v`, with the energy gradient `Φ u - f` as coefficient, and the
elastic energy of `v`. -/
theorem energy_add {Φ : Matrix n n ℝ} (h : Φᵀ = Φ) (f u v : n → ℝ) :
    energy Φ f (u + v) =
      energy Φ f u + v ⬝ᵥ (Φ *ᵥ u - f) + 1 / 2 * (v ⬝ᵥ Φ *ᵥ v) := by
  have h1 := reciprocity h u v
  simp only [energy, Matrix.mulVec_add, dotProduct_add, add_dotProduct, dotProduct_sub]
  linear_combination (1 / 2) * h1 - dotProduct_comm f v
```

Without symmetry the other hypotheses are not enough. Take

$$\Phi=\begin{pmatrix}0&1&-1\\-1&0&1\\1&-1&0\end{pmatrix}.$$

Its kernel is exactly the uniform vectors and $u^T\Phi u=0$ for all $u$. The energy is then $-f^Tu$, which is unbounded below for the balanced load $f=(1,-1,0)$.

## Uniform translation costs no force

One half of the field `ker` says $\Phi\mathbf 1=0$, or $\sum_j\Phi_{ij}=0$ for each $i$. This is the acoustic sum rule: the springs respond to relative positions only. With symmetry it follows that

$$\sum_i(\Phi u)_i=\mathbf 1^T\Phi u=u^T\Phi\mathbf 1=0 .$$

The proof applies `reciprocity` to `uniform 1` and $u$ in the same way.

```lean
/-- In a stable lattice the internal forces sum to zero for every displacement. -/
theorem total_internal_force {Φ : Matrix n n ℝ} (h : StableLattice Φ) (u : n → ℝ) :
    ∑ i, (Φ *ᵥ u) i = 0 := by
  have h1 := reciprocity h.symm (uniform 1) u
  rw [(h.ker (uniform 1)).2 ⟨1, rfl⟩, dotProduct_zero] at h1
  simpa [dotProduct, uniform] using h1
```

Now put $v=c\mathbf 1$ in the expansion. The quadratic term vanishes, and the linear term is $c\sum_i(\Phi u-f)_i=-c\sum_i f_i$. Hence

$$E(u+c\mathbf 1)=E(u)-c\sum_i f_i .$$

```lean
/-- Translating a stable lattice uniformly by `c` changes its energy by `-c` times the
total load. -/
theorem energy_translate {Φ : Matrix n n ℝ} (h : StableLattice Φ) (f u : n → ℝ) (c : ℝ) :
    energy Φ f (u + uniform c) = energy Φ f u - c * ∑ i, f i := by
  have hs : ∀ w : n → ℝ, uniform c ⬝ᵥ w = c * ∑ i, w i := by
    intro w
    simp [dotProduct, uniform, Finset.mul_sum]
  rw [energy_add h.symm, (h.ker (uniform c)).2 ⟨c, rfl⟩, dotProduct_zero, dotProduct_sub,
    hs, hs, total_internal_force h]
  ring
```

If the total load $F=\sum_i f_i$ is nonzero, no number $m$ is a lower bound: starting from $u=0$, the shift $c=(1-m)/F$ gives energy $m-1$.

A single atom tethered to a fixed wall shows what happens without the sum rule. Its force constant is $k>0$, its energy $\tfrac12ku^2-fu$ is bounded below for every $f$, and a net load merely stretches or compresses the tether.

## No other displacement is free of force

The other half of `ker` says that $\Phi u=0$ forces $u$ to be uniform. Physically, every change of shape causes an internal force; in particular, the lattice does not fall into parts that can move independently. This is what makes $\Phi u=f$ solvable for every balanced load.

Let $N$ be the number of sites. If $N=0$ there is nothing to solve. Otherwise define

$$Tu=\Phi u+\Big(\sum_j u_j\Big)\mathbf 1 .$$

Since internal forces sum to zero, the entries of $Tu$ sum to $N\sum_j u_j$. If $Tu=0$, then $\sum_j u_j=0$, so $\Phi u=0$ and $u=c\mathbf 1$. Then $Nc=0$, so $u=0$. Thus $T$ is injective, and a linear map from a finite-dimensional space to itself that is injective is also surjective. Choose $u$ with $Tu=f$. Summing the entries gives $N\sum_j u_j=\sum_i f_i=0$, so the added term vanishes and $\Phi u=f$. Conversely, any $f$ of the form $\Phi u$ sums to zero.

In the proof, `key` is the formula for the sum of the entries, `hinj` is injectivity, and `LinearMap.injective_iff_surjective` supplies the solution.

```lean
/-- In a stable lattice some displacement balances the load `f` if and only if the total load
vanishes. -/
theorem force_balance_iff {Φ : Matrix n n ℝ} (h : StableLattice Φ) (f : n → ℝ) :
    (∃ u, Φ *ᵥ u = f) ↔ ∑ i, f i = 0 := by
  constructor
  · rintro ⟨u, rfl⟩
    exact total_internal_force h u
  intro hf
  rcases isEmpty_or_nonempty n with hn | hn
  · exact ⟨0, Subsingleton.elim _ _⟩
  have hN : (Fintype.card n : ℝ) ≠ 0 := Nat.cast_ne_zero.2 Fintype.card_ne_zero
  -- Adding a force that resists net translation makes the response map injective.
  let T : (n → ℝ) →ₗ[ℝ] (n → ℝ) :=
    { toFun := fun u => Φ *ᵥ u + uniform (∑ i, u i)
      map_add' := by
        intro u v
        ext i
        simp only [uniform, Matrix.mulVec_add, Pi.add_apply, Finset.sum_add_distrib]
        ring
      map_smul' := by
        intro a u
        ext i
        simp [uniform, Matrix.mulVec_smul, Finset.mul_sum, mul_add] }
  have key : ∀ u : n → ℝ, ∑ i, (Φ *ᵥ u + (uniform (∑ j, u j) : n → ℝ) : n → ℝ) i
      = Fintype.card n * ∑ j, u j := by
    intro u
    simp only [Pi.add_apply, Finset.sum_add_distrib, total_internal_force h]
    simp [uniform]
  have hinj : Function.Injective T := by
    refine (injective_iff_map_eq_zero T).2 fun u hu => ?_
    have hu' : Φ *ᵥ u + (uniform (∑ j, u j) : n → ℝ) = 0 := hu
    have hs := key u
    rw [hu'] at hs
    have hs0 : ∑ j, u j = 0 :=
      (mul_eq_zero.1 (hs.symm.trans (by simp))).resolve_left hN
    have hz : (uniform 0 : n → ℝ) = 0 := rfl
    rw [hs0, hz, add_zero] at hu'
    obtain ⟨c, rfl⟩ := (h.ker u).1 hu'
    have hc : (Fintype.card n : ℝ) * c = 0 := by simpa [uniform] using hs0
    rw [(mul_eq_zero.1 hc).resolve_left hN]
    rfl
  obtain ⟨u, hu⟩ := LinearMap.injective_iff_surjective.1 hinj f
  have hu' : Φ *ᵥ u + (uniform (∑ j, u j) : n → ℝ) = f := hu
  -- For a balanced load the added force is zero.
  have hs := key u
  rw [hu', hf] at hs
  have hs0 : ∑ j, u j = 0 := (mul_eq_zero.1 hs.symm).resolve_left hN
  have hz : (uniform 0 : n → ℝ) = 0 := rfl
  rw [hs0, hz, add_zero] at hu'
  exact ⟨u, hu'⟩
```

Two atoms with no spring between them have $\Phi=0$. The uniform displacements still cost no force, but so does everything else, and the balanced load $(1,-1)$ drives the atoms apart with no lower bound on the energy.

## Nonnegative elastic energy

The field `nonneg` says $u^T\Phi u\ge0$: no deformation of the unloaded lattice releases energy. It turns force balance into minimality. If $\Phi u=f$, the expansion about $u$ gives

$$E(v)=E(u)+\tfrac12(v-u)^T\Phi(v-u)\ge E(u).$$

For the converse, let $u$ be a minimiser, and set $g=\Phi u-f$ and $b=g^T\Phi g\ge0$. Step to $u-tg$ with $t=g^Tg/(b+1)$, all quantities being numbers in fixed units. Since $g^Tg=t(b+1)$, the energy changes by

$$-t\,g^Tg+\tfrac12t^2b=-t^2\left(1+\tfrac b2\right).$$

Minimality requires this to be nonnegative, so $t=0$. Then $g^Tg=0$ and $\Phi u=f$. In Lean, `nlinarith` extracts $t^2\le0$ from the energy comparison and $t^2b\ge0$.

```lean
/-- In a stable lattice a displacement minimises the energy if and only if its internal forces
balance the load. -/
theorem isMinimiser_iff {Φ : Matrix n n ℝ} (h : StableLattice Φ) (f u : n → ℝ) :
    IsMinimiser Φ f u ↔ Φ *ᵥ u = f := by
  constructor
  · intro hmin
    obtain ⟨g, hg⟩ : ∃ g, g = Φ *ᵥ u - f := ⟨_, rfl⟩
    have hb := h.nonneg g
    -- Step by `-t` times the energy gradient `g`.
    obtain ⟨t, ht⟩ : ∃ t : ℝ, t * (g ⬝ᵥ Φ *ᵥ g + 1) = g ⬝ᵥ g :=
      ⟨g ⬝ᵥ g / (g ⬝ᵥ Φ *ᵥ g + 1),
        div_mul_cancel₀ _ (by linarith : (0 : ℝ) < g ⬝ᵥ Φ *ᵥ g + 1).ne'⟩
    have key := hmin (u + (-t) • g)
    rw [energy_add h.symm, ← hg] at key
    simp only [smul_dotProduct, Matrix.mulVec_smul, dotProduct_smul, smul_eq_mul] at key
    rw [← ht] at key
    have ht2 : t ^ 2 ≤ 0 := by nlinarith [mul_nonneg (sq_nonneg t) hb]
    have ht0 : t = 0 := (pow_eq_zero_iff two_ne_zero).1 (le_antisymm ht2 (sq_nonneg t))
    rw [ht0, zero_mul] at ht
    have hg0 := dotProduct_self_eq_zero.1 ht.symm
    rw [hg] at hg0
    exact sub_eq_zero.1 hg0
  · intro hu v
    have hv := energy_add h.symm f u (v - u)
    rw [add_sub_cancel, hu, sub_self, dotProduct_zero] at hv
    linarith [h.nonneg (v - u)]
```

Two atoms joined by a spring of negative stiffness $k$ satisfy the other hypotheses. Their elastic energy $\tfrac12k(u_0-u_1)^2$ has no lower bound, even with $f=0$.

## All hypotheses together

In `static_response`, the expression `BddBelow (Set.range (energy Φ f))` says that some real number lies below every value of the energy. The first part of the theorem is the equivalence with zero total load. The second part gives, for a balanced load, a minimiser $u$ and the full set of minimisers $u+c\mathbf 1$.

The proof assembles the earlier steps. Boundedness excludes a net load by the translation argument. A balanced load has a solution of $\Phi u=f$, whose energy is a lower bound. If $v$ is another minimiser, then $\Phi(v-u)=0$, so $v-u$ is uniform; conversely, adding a uniform displacement preserves force balance.

```lean
/-- Static response of a stable lattice: the energy is bounded below if and only if the total
load vanishes, and then a minimiser exists and the minimisers are exactly its uniform
translates. -/
theorem static_response {Φ : Matrix n n ℝ} (h : StableLattice Φ) (f : n → ℝ) :
    (BddBelow (Set.range (energy Φ f)) ↔ ∑ i, f i = 0) ∧
    (∑ i, f i = 0 → ∃ u, IsMinimiser Φ f u ∧
      ∀ v, IsMinimiser Φ f v ↔ ∃ c : ℝ, v = u + uniform c) := by
  refine ⟨⟨?_, ?_⟩, ?_⟩
  · -- A net load drives the energy below any bound `m` by translation.
    rintro ⟨m, hm⟩
    by_contra hF
    have hlow := hm (Set.mem_range_self (0 + uniform ((1 - m) / ∑ i, f i)))
    rw [energy_translate h, div_mul_cancel₀ _ hF] at hlow
    have h0 : energy Φ f 0 = 0 := by simp [energy]
    linarith
  · intro hf
    obtain ⟨u, hu⟩ := (force_balance_iff h f).2 hf
    refine ⟨energy Φ f u, ?_⟩
    rintro _ ⟨v, rfl⟩
    exact (isMinimiser_iff h f u).2 hu v
  · intro hf
    obtain ⟨u, hu⟩ := (force_balance_iff h f).2 hf
    refine ⟨u, (isMinimiser_iff h f u).2 hu, fun v => ?_⟩
    rw [isMinimiser_iff h]
    constructor
    · intro hv
      -- Two balanced displacements differ by one without internal force.
      obtain ⟨c, hc⟩ := (h.ker (v - u)).1 (by rw [Matrix.mulVec_sub, hv, hu, sub_self])
      exact ⟨c, by rw [← hc, add_sub_cancel]⟩
    · rintro ⟨c, rfl⟩
      rw [Matrix.mulVec_add, hu, (h.ker (uniform c)).2 ⟨c, rfl⟩, add_zero]
```

At a minimiser $u^T\Phi u=u^Tf$, so the energy is $\tfrac12f^Tu-f^Tu=-\tfrac12f^Tu$. This is the relaxation energy, measured from the undisplaced lattice.

```lean
/-- In a stable lattice the energy at a minimiser `u` is minus one half of `fᵀ u`. -/
theorem relaxation_energy {Φ : Matrix n n ℝ} (h : StableLattice Φ) {f u : n → ℝ}
    (hu : IsMinimiser Φ f u) : energy Φ f u = -(1 / 2) * (f ⬝ᵥ u) := by
  unfold energy
  rw [(isMinimiser_iff h f u).1 hu, dotProduct_comm u f]
  ring
```

## Three atoms on two springs

A free chain of atoms 0, 1 and 2 with spring stiffness $k>0$ satisfies every hypothesis.

```lean
/-- Force constants of a free chain of three atoms joined by two springs of stiffness `k`. -/
def chain (k : ℝ) : Matrix (Fin 3) (Fin 3) ℝ :=
  !![k, -k, 0; -k, 2 * k, -k; 0, -k, k]
```

Its elastic form is $u^T\Phi u=k\big[(u_0-u_1)^2+(u_1-u_2)^2\big]\ge0$. If $\Phi u=0$, the first and last rows give $u_0=u_1$ and $u_2=u_1$, so $u$ is uniform; a uniform $u$ stretches neither spring. The proof first computes the three entries of $\Phi u$ in `e`, then checks the fields of `StableLattice` one by one.

```lean
/-- The free chain of three atoms with spring stiffness `k > 0` is a stable lattice. -/
theorem chain_witness {k : ℝ} (hk : 0 < k) : StableLattice (chain k) := by
  have e : ∀ u : Fin 3 → ℝ, chain k *ᵥ u =
      ![k * (u 0 - u 1), k * (2 * u 1 - u 0 - u 2), k * (u 2 - u 1)] := by
    intro u
    ext i
    fin_cases i <;> simp [chain, Matrix.mulVec, dotProduct, Fin.sum_univ_three] <;> ring
  refine ⟨?_, fun u => ?_, fun u => ⟨fun hu => ?_, ?_⟩⟩
  · ext i j
    fin_cases i <;> fin_cases j <;> rfl
  · -- Twice the elastic energy is a sum over the two springs.
    have hq : u ⬝ᵥ chain k *ᵥ u = k * ((u 0 - u 1) ^ 2 + (u 1 - u 2) ^ 2) := by
      rw [e]
      simp [dotProduct, Fin.sum_univ_three]
      ring
    rw [hq]
    positivity
  · rw [e] at hu
    have h0 : k * (u 0 - u 1) = 0 := congrFun hu 0
    have h2 : k * (u 2 - u 1) = 0 := congrFun hu 2
    refine ⟨u 1, ?_⟩
    ext i
    fin_cases i
    · exact sub_eq_zero.1 ((mul_eq_zero.1 h0).resolve_left hk.ne')
    · rfl
    · exact sub_eq_zero.1 ((mul_eq_zero.1 h2).resolve_left hk.ne')
  · rintro ⟨c, rfl⟩
    rw [e]
    ext i
    fin_cases i
    · show k * (c - c) = 0
      ring
    · show k * (2 * c - c - c) = 0
      ring
    · show k * (c - c) = 0
      ring

end

end StaticLatticeResponse
```

## Solving for the displacement in a calculation

For a stable lattice with at least one site the matrix $\Phi$ is singular, so $\Phi u=f$ cannot be solved by inverting it. For a balanced load the map $T$ suggests a remedy: add the same constant $\kappa>0$ to every entry of $\Phi$. The balance has to be checked first, because the new matrix is invertible and returns a displacement for a net load too, although that displacement does not satisfy $\Phi u=f$. The code has $\kappa=1$; in a calculation $\kappa$ carries the units of a force constant. For the chain with $\kappa=k$, pulled apart by the load $(-p,0,p)$, the system is

$$k\begin{pmatrix}2&0&1\\0&3&0\\1&0&2\end{pmatrix}\begin{pmatrix}u_0\\u_1\\u_2\end{pmatrix}=\begin{pmatrix}-p\\0\\p\end{pmatrix}.$$

Its solution is $u=(-p/k,\,0,\,p/k)$, the minimiser with zero mean displacement, and the relaxation energy is $-p^2/k$.

The same linear problem arises for the response of ions to a static uniform electric field, where $f_i$ is the effective charge of ion $i$ times the field. In this finite, one-component harmonic model, a nonzero field leaves a lowest energy exactly when the effective charges sum to zero.

```lean
#print axioms StaticLatticeResponse.static_response
#print axioms StaticLatticeResponse.relaxation_energy
```

```
'StaticLatticeResponse.static_response' depends on axioms: [propext, Classical.choice, Quot.sound]
'StaticLatticeResponse.relaxation_energy' depends on axioms: [propext, Classical.choice, Quot.sound]
```
